# Trace bounds for Cholesky steps on the largest diagonal entry of a symmetric matrix

In a Gaussian basis, the electron repulsion integrals (μν|λσ) form a matrix M whose rows and columns are labelled by products of two basis functions. For real functions M is symmetric, and its diagonal entry (μν|μν) is the Coulomb repulsion of a product density with itself. Pivoted Cholesky decomposition avoids storing all of M. It picks the largest diagonal entry, subtracts the rank-one matrix built from that column, and repeats. Since M is positive semidefinite here, the trace of what remains bounds the error in every integral rebuilt from the chosen columns. How much of the trace must a step remove?

The problems below answer this for any finite real symmetric matrix in exact arithmetic, provided that every pivot is positive and largest on the current diagonal. The answer is a worst-case guarantee for the decomposition of the integrals; rounding errors and screening of small entries are not modelled.

## The matrix, its pivots and its residuals

The finite index type `ι` labels the n rows and columns, so n is `Fintype.card ι`.

```lean
import Mathlib

open Finset

namespace CholeskyTraceDecay

noncomputable section

variable {ι : Type*}
```

One step with pivot p replaces M by the residual R:

R_ij = M_ij − M_ip M_pj / M_pp

```lean
/-- The residual `M_ij - M_ip M_pj / M_pp` left by one Cholesky step with pivot `p`. -/
def residual (M : Matrix ι ι ℝ) (p : ι) : Matrix ι ι ℝ :=
  Matrix.of fun i j => M i j - M i p * M p j / M p p
```

The pivot condition has two parts: M_pp > 0, and M_ii ≤ M_pp for all i. Ties may be broken in any way. In the integral problem, a positive pivot means that the chosen product density still has a part, with nonzero self-repulsion, that earlier pivots have not represented.

```lean
/-- The index `p` carries the largest diagonal entry of `M`, and this entry is positive. -/
def IsLargestPivot (M : Matrix ι ι ℝ) (p : ι) : Prop :=
  0 < M p p ∧ ∀ i, M i i ≤ M p p
```

Repeated steps use pivots p_0, p_1, …. Write M⁽ᵏ⁾ for the matrix after k steps, with M⁽⁰⁾ = M.

```lean
/-- The residual after `k` Cholesky steps with the pivots `p 0, p 1, …, p (k - 1)`. -/
def residualAfter (M : Matrix ι ι ℝ) (p : ℕ → ι) : ℕ → Matrix ι ι ℝ
  | 0 => M
  | k + 1 => residual (residualAfter M p k) (p k)
```

The last definition counts the positive diagonal entries.

```lean
/-- The number of positive diagonal entries of `M`. -/
def positiveCount [Fintype ι] (M : Matrix ι ι ℝ) : ℕ :=
  (univ.filter fun i => 0 < M i i).card
```

## (a) Symmetry survives a step

**Task.** Let M be symmetric with M_pp ≠ 0. Show that

R_ij = R_ji

**Solution.** Exchange i and j, then use the symmetry of M in each factor:

R_ji = M_ji − M_jp M_pi / M_pp = M_ij − M_ip M_pj / M_pp = R_ij

The Lean proof rewrites the same three entries, and `ring` reorders the product. Lean sets x/0 = 0, so its statement also covers M_pp = 0, where the formula returns M itself.

```lean
/-- A Cholesky step keeps a symmetric matrix symmetric. -/
theorem residual_isSymm {M : Matrix ι ι ℝ} (hM : M.IsSymm) (p : ι) :
    (residual M p).IsSymm := by
  apply Matrix.IsSymm.ext
  intro i j
  simp only [residual, Matrix.of_apply]
  rw [hM.apply i j, hM.apply i p, hM.apply p j]
  ring
```

## (b) The trace removed by one step

**Task.** Let M be symmetric with M_pp ≠ 0. Show that

M_pp (tr M − tr R) = Σ_i M_ip²

**Solution.** On the diagonal, symmetry gives M_pi = M_ip, hence

M_ii − R_ii = M_ip M_pi / M_pp = M_ip² / M_pp

Sum over i and multiply by M_pp. In the code, `h` is the summed equation, and `field_simp` cancels the pivot in each term.

```lean
variable [Fintype ι]

/-- For a symmetric matrix and a nonzero pivot entry, the trace removed by a Cholesky step,
multiplied by the pivot entry, is the sum of squares of the pivot column. -/
theorem pivot_mul_trace_drop {M : Matrix ι ι ℝ} (hM : M.IsSymm) {p : ι}
    (hp : M p p ≠ 0) :
    M p p * (M.trace - (residual M p).trace) = ∑ i, M i p ^ 2 := by
  have h : M.trace - (residual M p).trace = ∑ i, M i p ^ 2 / M p p := by
    simp only [Matrix.trace, Matrix.diag_apply]
    rw [← Finset.sum_sub_distrib]
    refine Finset.sum_congr rfl fun i _ => ?_
    simp only [residual, Matrix.of_apply]
    rw [hM.apply i p]
    ring
  rw [h, Finset.mul_sum]
  refine Finset.sum_congr rfl fun i _ => ?_
  field_simp
```

## (c) A bound from the number of positive diagonal entries

**Task.** Let M be symmetric, let p satisfy the pivot condition, and let at most m diagonal entries be positive. Show that

m tr R ≤ (m − 1) tr M

**Solution.** The sum in (b) contains the term i = p, and its other terms are nonnegative. So M_pp (tr M − tr R) ≥ M_pp², and division by M_pp > 0 gives

tr M − tr R ≥ M_pp

Each positive diagonal entry is at most M_pp, and each of the others is at most 0. Therefore

tr M ≤ m M_pp

Multiply the first inequality by m and insert the second:

m tr R ≤ m tr M − m M_pp ≤ (m − 1) tr M

The two intermediate inequalities are `hdrop` and `htr`; `linarith` combines them.

```lean
/-- If at most `m` diagonal entries of a symmetric matrix are positive, a step on the largest
diagonal entry, when that entry is positive, leaves a residual with `m tr R ≤ (m - 1) tr M`. -/
theorem trace_residual_le_of_count {M : Matrix ι ι ℝ} (hM : M.IsSymm) {p : ι}
    (hp : IsLargestPivot M p) {m : ℕ} (hm : positiveCount M ≤ m) :
    (m : ℝ) * (residual M p).trace ≤ ((m : ℝ) - 1) * M.trace := by
  obtain ⟨hpos, hmax⟩ := hp
  have hid := pivot_mul_trace_drop hM hpos.ne'
  have hsq : M p p ^ 2 ≤ ∑ i, M i p ^ 2 :=
    Finset.single_le_sum (f := fun i => M i p ^ 2) (fun i _ => sq_nonneg _) (mem_univ p)
  -- the step removes at least the pivot entry
  have hdrop : M p p ≤ M.trace - (residual M p).trace := by
    refine le_of_mul_le_mul_left ?_ hpos
    rw [hid, ← sq]
    exact hsq
  -- the trace is at most `m` times the pivot entry
  have htr : M.trace ≤ (m : ℝ) * M p p := by
    calc M.trace = ∑ i, M i i := rfl
      _ ≤ ∑ i, (if 0 < M i i then M p p else 0) := by
          refine Finset.sum_le_sum fun i _ => ?_
          split_ifs with h
          · exact hmax i
          · exact not_lt.mp h
      _ = (positiveCount M : ℝ) * M p p := by
          rw [← Finset.sum_filter, Finset.sum_const, nsmul_eq_mul, positiveCount]
      _ ≤ (m : ℝ) * M p p :=
          mul_le_mul_of_nonneg_right (by exact_mod_cast hm) hpos.le
  have h := mul_le_mul_of_nonneg_left hdrop (Nat.cast_nonneg (α := ℝ) m)
  linarith
```

## (d) The guaranteed reduction in one step

**Task.** Under the same conditions on M and p, show that

tr R ≤ (1 − 1/n) tr M

**Solution.** At most n diagonal entries are positive, so (c) applies with m = n. Divide by n, which is positive because the index p exists. Neither positive semidefiniteness nor a nonnegative diagonal is needed.

```lean
/-- One Cholesky step on the largest diagonal entry of a symmetric `n × n` matrix, if that
entry is positive, leaves a residual of trace at most `(1 - 1/n) tr M`. -/
theorem trace_residual_le {M : Matrix ι ι ℝ} (hM : M.IsSymm) {p : ι}
    (hp : IsLargestPivot M p) :
    (residual M p).trace ≤ (1 - 1 / (Fintype.card ι : ℝ)) * M.trace := by
  have hn : (0 : ℝ) < Fintype.card ι := by
    exact_mod_cast Fintype.card_pos_iff.mpr ⟨p⟩
  have h := trace_residual_le_of_count hM hp (m := Fintype.card ι) (Finset.card_le_univ _)
  have e : (1 - 1 / (Fintype.card ι : ℝ)) * M.trace
      = (((Fintype.card ι : ℝ) - 1) * M.trace) / Fintype.card ι := by
    field_simp
  rw [e, le_div_iff₀ hn]
  linarith
```

## (e) When the one-step bound is attained

**Task.** Under the same conditions, show that

tr R = (1 − 1/n) tr M ⇔ M_ip = 0 for all i ≠ p, and M_ii = M_pp for all i

**Solution.** Let S = Σ_{i≠p} M_ip². By (b),

M_pp (tr M − tr R) = M_pp² + S

If equality holds, the step removes exactly tr M / n, so

M_pp (tr M / n) = M_pp² + S

Since tr M / n ≤ M_pp, the left side is at most M_pp². Hence S = 0, and the pivot column vanishes off the diagonal. What is left is tr M = n M_pp, or

Σ_i (M_pp − M_ii) = 0

All terms are nonnegative, so each is zero.

Conversely, the two conditions give S = 0 and tr M = n M_pp. The step then removes M_pp = tr M / n, which is equality. For n = 1 both conditions hold automatically.

In the code, `hoff0` is S = 0 and `hg` is the vanishing sum of diagonal gaps. `Finset.sum_eq_zero_iff_of_nonneg` passes from a zero sum to zero terms.

```lean
/-- For a symmetric matrix whose pivot is positive and largest on the diagonal, the one-step bound
is an equality exactly when the pivot column vanishes off the diagonal and all diagonal entries are
equal. -/
theorem trace_residual_eq_iff {M : Matrix ι ι ℝ} (hM : M.IsSymm) {p : ι}
    (hp : IsLargestPivot M p) :
    (residual M p).trace = (1 - 1 / (Fintype.card ι : ℝ)) * M.trace ↔
      (∀ i, i ≠ p → M i p = 0) ∧ ∀ i, M i i = M p p := by
  classical
  obtain ⟨hpos, hmax⟩ := hp
  have hn : (0 : ℝ) < Fintype.card ι := by
    exact_mod_cast Fintype.card_pos_iff.mpr ⟨p⟩
  have hid := pivot_mul_trace_drop hM hpos.ne'
  have e : (1 - 1 / (Fintype.card ι : ℝ)) * M.trace
      = M.trace - M.trace / Fintype.card ι := by ring
  -- split off the pivot entry, and measure how far the diagonal is from constant
  have hsplit : M p p ^ 2 + ∑ i ∈ univ.erase p, M i p ^ 2 = ∑ i, M i p ^ 2 :=
    Finset.add_sum_erase univ (fun i => M i p ^ 2) (mem_univ p)
  have hoff : 0 ≤ ∑ i ∈ univ.erase p, M i p ^ 2 :=
    Finset.sum_nonneg fun i _ => sq_nonneg _
  have hgap : ∑ i, (M p p - M i i) = (Fintype.card ι : ℝ) * M p p - M.trace := by
    rw [Finset.sum_sub_distrib, Finset.sum_const, nsmul_eq_mul, Finset.card_univ]
    rfl
  have hgap0 : 0 ≤ ∑ i, (M p p - M i i) :=
    Finset.sum_nonneg fun i _ => sub_nonneg.mpr (hmax i)
  rw [e]
  constructor
  · intro h
    have hq : M.trace / Fintype.card ι ≤ M p p := by
      rw [div_le_iff₀ hn]
      linarith
    have hd : M.trace - (residual M p).trace = M.trace / Fintype.card ι := by linarith
    rw [hd] at hid
    have hle : M p p * (M.trace / Fintype.card ι) ≤ M p p * M p p :=
      mul_le_mul_of_nonneg_left hq hpos.le
    have hoff0 : ∑ i ∈ univ.erase p, M i p ^ 2 = 0 := by nlinarith
    have hqe : M.trace / Fintype.card ι = M p p := by
      apply mul_left_cancel₀ hpos.ne'
      nlinarith
    have hT : M.trace = M p p * Fintype.card ι := (div_eq_iff hn.ne').mp hqe
    have hg : ∑ i, (M p p - M i i) = 0 := by rw [hgap, hT]; ring
    constructor
    · intro i hi
      have hz := (Finset.sum_eq_zero_iff_of_nonneg
        (fun i _ => sq_nonneg (M i p))).mp hoff0 i (mem_erase.mpr ⟨hi, mem_univ i⟩)
      exact pow_eq_zero_iff (two_ne_zero) |>.mp hz
    · intro i
      have hz := (Finset.sum_eq_zero_iff_of_nonneg
        (fun i _ => sub_nonneg.mpr (hmax i))).mp hg i (mem_univ i)
      linarith
  · rintro ⟨hcol, hdiag⟩
    have hoff0 : ∑ i ∈ univ.erase p, M i p ^ 2 = 0 := by
      refine Finset.sum_eq_zero fun i hi => ?_
      rw [hcol i (Finset.ne_of_mem_erase hi)]
      norm_num
    have hg : ∑ i, (M p p - M i i) = 0 :=
      Finset.sum_eq_zero fun i _ => by rw [hdiag i, sub_self]
    have hqe : M.trace / Fintype.card ι = M p p := by
      rw [div_eq_iff hn.ne']
      linarith
    have hd : M.trace - (residual M p).trace = M p p := by
      apply mul_left_cancel₀ hpos.ne'
      linarith
    linarith
```

## (f) Fewer positive diagonal entries after each step

**Task.** Let N(M) be the number of positive diagonal entries of a symmetric M, and let M_pp > 0. Show that

N(R) < N(M)

**Solution.** No diagonal entry grows, because

R_ii = M_ii − M_ip² / M_pp ≤ M_ii

So every index with R_ii > 0 also has M_ii > 0. The index p is lost, since M_pp > 0 but R_pp = M_pp − M_pp = 0. The Lean proof shows this strict inclusion of index sets and compares their sizes. The pivot need not be the largest entry here.

```lean
/-- A Cholesky step with a positive pivot lowers the number of positive diagonal entries of a
symmetric matrix by at least one. -/
theorem positiveCount_residual_lt {M : Matrix ι ι ℝ} (hM : M.IsSymm) {p : ι}
    (hp : 0 < M p p) : positiveCount (residual M p) < positiveCount M := by
  refine Finset.card_lt_card ((Finset.ssubset_iff_of_subset ?_).mpr ⟨p, ?_, ?_⟩)
  · -- no diagonal entry grows
    intro i hi
    have hi : 0 < residual M p i i := (mem_filter.mp hi).2
    refine mem_filter.mpr ⟨mem_univ i, ?_⟩
    simp only [residual, Matrix.of_apply] at hi
    rw [hM.apply i p] at hi
    have h : 0 ≤ M i p * M i p / M p p := div_nonneg (mul_self_nonneg _) hp.le
    linarith
  · simp only [mem_filter, mem_univ, true_and]
    exact hp
  · -- the pivot entry itself becomes zero
    intro h
    have h0 : 0 < residual M p p p := (mem_filter.mp h).2
    simp only [residual, Matrix.of_apply] at h0
    rw [mul_div_cancel_right₀ _ hp.ne', sub_self] at h0
    exact lt_irrefl 0 h0
```

## (g) The guaranteed reduction after k steps

**Task.** Let M be symmetric, and let each p_j with j < k satisfy the pivot condition for M⁽ʲ⁾. Show that

tr M⁽ᵏ⁾ ≤ (1 − k/n) tr M

**Solution.** Write T_k = tr M⁽ᵏ⁾. Use induction on k to show three things together: M⁽ᵏ⁾ is symmetric, N(M⁽ᵏ⁾) ≤ n − k, and n T_k ≤ (n − k) T_0. All three hold at k = 0.

For the next step, (a) preserves symmetry and (f) lowers the count. The pivot is positive, so N(M⁽ᵏ⁾) ≥ 1 and we may write n = k + m + 1 with m ≥ 0. At most m + 1 diagonal entries are positive, and (c) gives

(m + 1) T_{k+1} ≤ m T_k

Multiply by n and use the induction hypothesis n T_k ≤ (m + 1) T_0:

n (m + 1) T_{k+1} ≤ m n T_k ≤ m (m + 1) T_0

Cancel m + 1. Since m = n − (k + 1), this is the claim for k + 1, and division by n gives the stated form.

The three statements make up `key` in the code, where `h1` is the inequality from (c) and `h2` and `h3` are the two multiplications. The theorem assumes that a positive pivot is available at each of the k steps; it does not derive this from a property of M.

```lean
/-- After `k` Cholesky steps on a symmetric `n × n` matrix `M`, each on the largest diagonal entry
of the current residual and each with a positive pivot, the residual trace is at most `(1 - k/n) tr
M`. -/
theorem trace_residualAfter_le {M : Matrix ι ι ℝ} (hM : M.IsSymm) (p : ℕ → ι) (k : ℕ)
    (hp : ∀ j < k, IsLargestPivot (residualAfter M p j) (p j)) :
    (residualAfter M p k).trace ≤ (1 - (k : ℝ) / Fintype.card ι) * M.trace := by
  have hn : (0 : ℝ) < Fintype.card ι := by
    exact_mod_cast Fintype.card_pos_iff.mpr ⟨p 0⟩
  have key : (residualAfter M p k).IsSymm ∧
      positiveCount (residualAfter M p k) + k ≤ Fintype.card ι ∧
      (Fintype.card ι : ℝ) * (residualAfter M p k).trace
        ≤ ((Fintype.card ι : ℝ) - k) * M.trace := by
    induction k with
    | zero =>
      refine ⟨hM, Finset.card_le_univ _, ?_⟩
      simp [residualAfter]
    | succ k ih =>
      obtain ⟨hs, hc, ht⟩ := ih fun j hj => hp j (Nat.lt_succ_of_lt hj)
      have hk := hp k (Nat.lt_succ_self k)
      have hlt := positiveCount_residual_lt hs hk.1
      obtain ⟨m, hm⟩ : ∃ m, Fintype.card ι = k + m + 1 :=
        ⟨Fintype.card ι - k - 1, by omega⟩
      have hmR : (Fintype.card ι : ℝ) = k + m + 1 := by exact_mod_cast hm
      have h1 := trace_residual_le_of_count hs hk (m := m + 1) (by omega)
      refine ⟨residual_isSymm hs _, ?_, ?_⟩
      · change positiveCount (residual (residualAfter M p k) (p k)) + (k + 1) ≤ _
        omega
      · change (Fintype.card ι : ℝ) * (residual (residualAfter M p k) (p k)).trace ≤ _
        push_cast at h1 ⊢
        -- the factors `m / (m + 1)` telescope
        have hm0 : (0 : ℝ) ≤ m := Nat.cast_nonneg m
        have e1 : (Fintype.card ι : ℝ) - k = m + 1 := by linarith
        have e2 : (Fintype.card ι : ℝ) - (k + 1) = m := by linarith
        rw [e1] at ht
        rw [e2]
        have h2 := mul_le_mul_of_nonneg_left h1 hn.le
        have h3 := mul_le_mul_of_nonneg_left ht hm0
        refine le_of_mul_le_mul_left ?_ (by linarith : (0 : ℝ) < m + 1)
        linarith
  have e : (1 - (k : ℝ) / Fintype.card ι) * M.trace
      = (((Fintype.card ι : ℝ) - k) * M.trace) / Fintype.card ι := by
    field_simp
  rw [e, le_div_iff₀ hn]
  linarith [key.2.2]

end

end CholeskyTraceDecay
```

```lean
#print axioms CholeskyTraceDecay.trace_residual_le
#print axioms CholeskyTraceDecay.trace_residual_eq_iff
#print axioms CholeskyTraceDecay.trace_residualAfter_le
```

```
'CholeskyTraceDecay.trace_residual_le' depends on axioms: [propext, Classical.choice, Quot.sound]
'CholeskyTraceDecay.trace_residual_eq_iff' depends on axioms: [propext, Classical.choice, Quot.sound]
'CholeskyTraceDecay.trace_residualAfter_le' depends on axioms: [propext, Classical.choice, Quot.sound]
```

## A 3 × 3 matrix, and a bound with fewer entries

Take M with rows (4, 2, 0), (2, 3, 1), (0, 1, 2), so tr M = 9. The first pivot is 4. The step leaves zeros in the first row and column, and the block with rows (2, 1), (1, 2). The trace is now 4, below the bound (2/3) · 9 = 6. As a check on (b), 4 · (9 − 4) = 20 = 4² + 2² + 0².

Either remaining diagonal entry may be the second pivot. The step leaves a single entry 2 − 1/2 = 3/2, below the bound (1/3) · 9 = 3 from (g). Applying (d) twice would guarantee only (2/3)² · 9 = 4.

If M starts with r ≥ 1 positive diagonal entries, the induction in (g) can begin from r in place of n. The same algebra, done here by hand only, then gives

tr M⁽ᵏ⁾ ≤ (1 − k/r) tr M
